# Error bound for freezing a Lipschitz-continuous Hamiltonian over one time step

Let `H t` be bounded self-adjoint operators on a complex Hilbert space, Lipschitz in time in operator norm with constant `L`, and let `ψ` be a normalised exact solution of the Schrödinger equation with ħ = 1. An approximate state `φ`, not necessarily normalised, is evolved from time `a` for a time `h ≥ 0` with the Hamiltonian held at `H a`. The theorem `step_error` says that the distance from the exact state is then at most the initial distance `‖ψ a - φ‖` plus `L h² / 2`. The proof carries the final error `v` backwards with the frozen Hamiltonian, bounds the rate at which its overlap with the running error changes, and finally cancels a factor `‖v‖`.

The first attempt, which Lean rejects:

```lean
import Mathlib

open Complex

namespace StepError

noncomputable section

variable {E : Type*} [NormedAddCommGroup E] [InnerProductSpace ℂ E] [CompleteSpace E]

/-- The time-dependent Schrödinger equation `ψ' = -i H(t) ψ`, in units with `ħ = 1`. -/
def SolvesSchrodinger (H : ℝ → E →L[ℂ] E) (ψ : ℝ → E) : Prop :=
  ∀ t, HasDerivAt ψ ((-I) • H t (ψ t)) t

/-- The propagator `exp(-i s A)` of a constant Hamiltonian `A` over a time `s`. -/
def propagator (A : E →L[ℂ] E) (s : ℝ) : E →L[ℂ] E :=
  NormedSpace.exp ((s : ℂ) • ((-I) • A))

/-- The propagator of a constant Hamiltonian, started from `v` at time `c`, solves the
Schrödinger equation. -/
theorem propagator_solves (A : E →L[ℂ] E) (c : ℝ) (v : E) :
    SolvesSchrodinger (fun _ => A) (fun t => propagator A (t - c) v) := by
  intro t
  have h1 : HasDerivAt (fun z : ℂ => NormedSpace.exp (z • ((-I) • A)))
      (((-I) • A) * NormedSpace.exp (((t - c : ℝ) : ℂ) • ((-I) • A))) ((t - c : ℝ) : ℂ) :=
    hasDerivAt_exp_smul_const' _ _
  have h2 := (ContinuousLinearMap.apply ℂ E v).hasFDerivAt.comp_hasDerivAt _ h1
  have h3 : HasDerivAt (fun s : ℝ => ((s - c : ℝ) : ℂ)) ((1 : ℝ) : ℂ) t :=
    ((hasDerivAt_id' t).sub_const c).ofReal_comp
  refine (HasDerivAt.scomp_of_eq t h2 h3 rfl).congr_deriv ?_
  rw [ofReal_one, one_smul]
  rfl

/-- Evolution under a self-adjoint Hamiltonian conserves the norm of the state. -/
theorem norm_conserved {H : ℝ → E →L[ℂ] E} {ψ : ℝ → E} (hH : ∀ t, IsSelfAdjoint (H t))
    (hψ : SolvesSchrodinger H ψ) (s t : ℝ) : ‖ψ s‖ = ‖ψ t‖ := by
  have hd : ∀ t, HasDerivAt (fun s => inner ℂ (ψ s) (ψ s)) 0 t := by
    intro t
    refine (HasDerivAt.inner ℂ (hψ t) (hψ t)).congr_deriv ?_
    have hs : inner ℂ (H t (ψ t)) (ψ t) = inner ℂ (ψ t) (H t (ψ t)) :=
      (hH t).isSymmetric _ _
    rw [inner_smul_right, inner_smul_left, hs, map_neg, conj_I]
    ring
  have hc : inner ℂ (ψ s) (ψ s) = inner ℂ (ψ t) (ψ t) :=
    is_const_of_deriv_eq_zero (fun t => (hd t).differentiableAt) (fun t => (hd t).deriv) s t
  have h2 : ‖ψ s‖ ^ 2 = ‖ψ t‖ ^ 2 := by
    rw [← inner_self_eq_norm_sq (𝕜 := ℂ) (ψ s), ← inner_self_eq_norm_sq (𝕜 := ℂ) (ψ t), hc]
  exact (sq_eq_sq₀ (norm_nonneg _) (norm_nonneg _)).1 h2

/-- For a self-adjoint Hamiltonian with Lipschitz constant `L` and a normalised exact
solution, one frozen step of length `h ≥ 0` adds at most `L h² / 2` to the error. -/
theorem step_error {H : ℝ → E →L[ℂ] E} {ψ : ℝ → E} {L h : ℝ}
    (hH : ∀ t, IsSelfAdjoint (H t)) (hL : ∀ s t, ‖H t - H s‖ ≤ L * |t - s|)
    (hψ : SolvesSchrodinger H ψ) (h1 : ‖ψ 0‖ = 1) (hh : 0 ≤ h) (a : ℝ) (φ : E) :
    ‖ψ (a + h) - propagator (H a) h φ‖ ≤ ‖ψ a - φ‖ + L / 2 * h ^ 2 := by
  obtain ⟨χ, hχ, hχa, hχb⟩ : ∃ χ : ℝ → E, (∀ t, HasDerivAt χ ((-I) • H a (χ t)) t) ∧
      χ a = φ ∧ χ (a + h) = propagator (H a) h φ :=
    ⟨_, propagator_solves (H a) a φ, by simp [propagator], by simp⟩
  rw [← hχb, ← hχa]
  obtain ⟨v, hv⟩ : ∃ v, v = ψ (a + h) - χ (a + h) := ⟨_, rfl⟩
  -- carry the final error `v` backwards with the frozen Hamiltonian
  obtain ⟨η, hη, hηb⟩ : ∃ η : ℝ → E, (∀ t, HasDerivAt η ((-I) • H a (η t)) t) ∧
      η (a + h) = v :=
    ⟨_, propagator_solves (H a) (a + h) v, by simp [propagator]⟩
  have hηn : ∀ t, ‖η t‖ = ‖v‖ := fun t => by
    rw [← hηb]
    exact norm_conserved (H := fun _ => H a) (fun _ => hH a) hη t (a + h)
  have hg : ∀ t, HasDerivAt (fun t => inner ℂ (η t) (ψ t - χ t))
      (inner ℂ (η t) ((-I) • (H t - H a) (ψ t))) t := by
    intro t
    refine (HasDerivAt.inner ℂ (hη t) ((hψ t).fun_sub (hχ t))).congr_deriv ?_
    have hs : inner ℂ (H a (η t)) (ψ t - χ t) = inner ℂ (η t) (H a (ψ t - χ t)) :=
      (hH a).isSymmetric _ _
    rw [inner_smul_left, hs]
    simp only [ContinuousLinearMap.sub_apply, map_sub, inner_sub_right, inner_smul_right,
      map_neg, conj_I]
    ring
  have hB : ∀ t, HasDerivAt (fun t => ‖v‖ * (‖ψ a - χ a‖ + L / 2 * (t - a) ^ 2))
      (‖v‖ * (L * (t - a))) t := fun t =>
    ((((((hasDerivAt_id' t).sub_const a).fun_pow 2).const_mul (L / 2)).const_add
      ‖ψ a - χ a‖).const_mul ‖v‖).congr_deriv (by norm_num; ring)
  -- the overlap changes only through the drift of the Hamiltonian
  have key := image_norm_le_of_norm_deriv_right_le_deriv_boundary (a := a) (b := a + h)
    (fun t _ => (hg t).continuousAt.continuousWithinAt)
    (fun t _ => (hg t).hasDerivWithinAt)
    (by simpa [hηn] using norm_inner_le_norm (𝕜 := ℂ) (η a) (ψ a - χ a)) hB
    (fun t ht => by
      have hLt := hL a t
      rw [abs_of_nonneg (by linarith [ht.1])] at hLt
      have hop := (H t - H a).le_opNorm (ψ t)
      rw [norm_conserved hH hψ t 0, h1, mul_one] at hop
      calc _ ≤ ‖η t‖ * ‖(-I) • (H t - H a) (ψ t)‖ := norm_inner_le_norm _ _
        _ = ‖v‖ * ‖(H t - H a) (ψ t)‖ := by
          rw [hηn t, norm_smul, norm_neg, norm_I, one_mul]
        _ ≤ ‖v‖ * (L * (t - a)) :=
          mul_le_mul_of_nonneg_left (hop.trans hLt) (norm_nonneg _))
    (Set.right_mem_Icc.2 (by linarith))
  simp only [hηb, ← hv, add_sub_cancel_left] at key
  rw [← hv]
  have hsq : ‖v‖ ^ 2 ≤ ‖inner ℂ v v‖ := by
    rw [← inner_self_eq_norm_sq (𝕜 := ℂ) v]
    exact RCLike.re_le_norm _
  have hL0 : 0 ≤ L := by simpa using (norm_nonneg _).trans (hL 0 1)
  rcases (norm_nonneg v).eq_or_lt with h0 | h0
  · rw [← h0]
    positivity
  · exact le_of_mul_le_mul_left (by linarith [sq ‖v‖]) h0

end

end StepError
```

Compiling this gives:

```
Main.lean:75:15: warning: `ContinuousLinearMap.sub_apply` has been deprecated: Use `sub_apply` instead

Note: The updated constant is in a different namespace. Dot notation may need to be changed (e.g., from `x.sub_apply` to `sub_apply x`).
Try this:
  [apply] ring_nf
  
  The `ring` tactic failed to close the goal. Use `ring_nf` to obtain a normal form.
    
  Note that `ring` works primarily in *commutative* rings. If you have a noncommutative ring, abelian group or module, consider using `noncomm_ring`, `abel` or `module` instead.
Main.lean:81:47: error: unsolved goals
E : Type u_1
inst✝² : NormedAddCommGroup E
inst✝¹ : InnerProductSpace ℂ E
inst✝ : CompleteSpace E
H : ℝ → E →L[ℂ] E
ψ : ℝ → E
L h : ℝ
hH : ∀ (t : ℝ), IsSelfAdjoint (H t)
hL : ∀ (s t : ℝ), ‖H t - H s‖ ≤ L * |t - s|
hψ : SolvesSchrodinger H ψ
h1 : ‖ψ 0‖ = 1
hh : 0 ≤ h
a : ℝ
φ : E
χ : ℝ → E
hχ : ∀ (t : ℝ), HasDerivAt χ (-I • (H a) (χ t)) t
hχa : χ a = φ
hχb : χ (a + h) = (propagator (H a) h) φ
v : E
hv : v = ψ (a + h) - χ (a + h)
η : ℝ → E
hη : ∀ (t : ℝ), HasDerivAt η (-I • (H a) (η t)) t
hηb : η (a + h) = v
hηn : ∀ (t : ℝ), ‖η t‖ = ‖v‖
hg : ∀ (t : ℝ), HasDerivAt (fun t => inner ℂ (η t) (ψ t - χ t)) (inner ℂ (η t) (-I • (H t - H a) (ψ t))) t
t : ℝ
⊢ True ∨ v = 0
Main.lean:86:8: error: Type mismatch: After simplification, term
  norm_inner_le_norm (η a) (ψ a - χ a)
 has type
  ‖inner ℂ (η a) (ψ a - χ a)‖ ≤ ‖v‖ * ‖ψ a - χ a‖
but is expected to have type
  ‖inner ℂ (η a) (ψ a) - inner ℂ (η a) (χ a)‖ ≤ ‖v‖ * ‖ψ a - χ a‖
```

What went wrong. The first error is in the derivative of the bounding function `hB`. Both sides of the required equation carry the factor `‖v‖`, and `norm_num` cancelled it, turning the equation into a disjunction with `v = 0` as the alternative. `ring` proves equations, not disjunctions, so it could only normalise this one to `True ∨ v = 0` and leave it open. In the repair `push_cast` deals with the numeral cast and keeps the equation whole, and `ring` closes it.

The second error is in the bound at the initial time. After `simpa` had simplified both sides, the goal had the inner product split into a difference of two, while the supplied inequality still had it in one piece, so they did not match. The new `hstart` states the bound with the inner product unsplit. It rewrites `‖η a‖` to `‖v‖`, lets `ring` account for the vanishing `(a - a) ^ 2` term, and is passed on by `exact`, with no simplification.

Replacing the deprecated `ContinuousLinearMap.sub_apply` by `sub_apply` only clears a warning.

The mended proof, as a diff:

```diff
@@ -73,5 +73,5 @@
       (hH a).isSymmetric _ _
     rw [inner_smul_left, hs]
-    simp only [ContinuousLinearMap.sub_apply, map_sub, inner_sub_right, inner_smul_right,
+    simp only [sub_apply, map_sub, inner_sub_right, inner_smul_right,
       map_neg, conj_I]
     ring
@@ -79,10 +79,15 @@
       (‖v‖ * (L * (t - a))) t := fun t =>
     ((((((hasDerivAt_id' t).sub_const a).fun_pow 2).const_mul (L / 2)).const_add
-      ‖ψ a - χ a‖).const_mul ‖v‖).congr_deriv (by norm_num; ring)
+      ‖ψ a - χ a‖).const_mul ‖v‖).congr_deriv (by push_cast; ring)
+  have hstart : ‖inner ℂ (η a) (ψ a - χ a)‖ ≤
+      ‖v‖ * (‖ψ a - χ a‖ + L / 2 * (a - a) ^ 2) := by
+    have hi := norm_inner_le_norm (𝕜 := ℂ) (η a) (ψ a - χ a)
+    rw [hηn a] at hi
+    exact hi.trans_eq (by ring)
   -- the overlap changes only through the drift of the Hamiltonian
   have key := image_norm_le_of_norm_deriv_right_le_deriv_boundary (a := a) (b := a + h)
     (fun t _ => (hg t).continuousAt.continuousWithinAt)
     (fun t _ => (hg t).hasDerivWithinAt)
-    (by simpa [hηn] using norm_inner_le_norm (𝕜 := ℂ) (η a) (ψ a - χ a)) hB
+    (by exact hstart) hB
     (fun t ht => by
       have hLt := hL a t
```
